# In a magnetic damping model with one nonzero band splitting and positive weights, a local minimum at finite broadening exists exactly when the interband weight exceeds eight times the intraband weight

Take the damping 1/G + 9G/(G² + 1) as a function of the broadening G > 0. The first term falls with G, while the second rises until G = 1. At G = 1/√5 the sum is about 5.590, at G = 1/√2 it is about 5.657, and at G = 1 it is 5.5. The damping dips, recovers and falls again, because over a short range the second term rises faster than the first one falls. If the factor 9 is replaced by 1, the dip is gone.

The general model is

f(G) = a/G + bG/(G² + D²).

Here G is the electronic level broadening due to scattering, written as an energy and taken as the full width at half maximum. The intraband weight a and the interband weight b stand for the squared magnitudes of the spin-orbit torque matrix elements within a band and between two bands, and D is the splitting of those bands. All three are constants, independent of G. A real calculation of magnetic damping sums over many band pairs and wave vectors; this model keeps a single splitting.

```lean
import Mathlib

open Set Filter Topology

namespace IntrabandInterbandDamping

noncomputable section
```

In Lean, `damping a b D` is the function f on the real numbers.

```lean
/-- Damping as a function of the broadening `G ≠ 0`: an intraband part `a / G` plus an
interband part `b G / (G² + D²)` with band splitting `D`. -/
def damping (a b D G : ℝ) : ℝ := a / G + b * G / (G ^ 2 + D ^ 2)
```

The next definition names a particular broadening, which is derived in part (f).

```lean
/-- For `a, D > 0` and `b ≥ 8 a`, the smallest positive solution `g` of the stationarity equation
`(a + b) g⁴ + (2 a - b) D² g² + a D⁴ = 0` of the damping. -/
def minBroadening (a b D : ℝ) : ℝ :=
  D * √((b - 2 * a - √(b * (b - 8 * a))) / (2 * (a + b)))
```

## (a) The difference of two damping values

For G, H > 0, show that

f(G) − f(H) = (H − G) N / (GH(G² + D²)(H² + D²)),

N = a(G² + D²)(H² + D²) + bGH(GH − D²).

The intraband terms give a/G − a/H = a(H − G)/(GH). For the interband terms, the numerator over the common denominator (G² + D²)(H² + D²) is

G(H² + D²) − H(G² + D²) = GH(H − G) − D²(H − G) = (H − G)(GH − D²).

Multiplying by b and putting both parts over one denominator gives the claim. For G < H, the damping is therefore lower at H than at G if N > 0, and higher if N < 0.

The Lean proof clears the nonzero denominators with `field_simp` and compares polynomials with `ring`.

```lean
/-- The difference of the damping at two positive broadenings, in factored form. -/
theorem damping_sub (a b D : ℝ) {G H : ℝ} (hG : 0 < G) (hH : 0 < H) :
    damping a b D G - damping a b D H =
      (H - G) * (a * (G ^ 2 + D ^ 2) * (H ^ 2 + D ^ 2) + b * (G * H) * (G * H - D ^ 2)) /
        (G * H * (G ^ 2 + D ^ 2) * (H ^ 2 + D ^ 2)) := by
  have h1 : G ^ 2 + D ^ 2 ≠ 0 := by positivity
  have h2 : H ^ 2 + D ^ 2 ≠ 0 := by positivity
  unfold damping
  field_simp
  ring
```

## (b) The slope

For G ≠ 0, show that

f′(G) = −a/G² + b(D² − G²)/(G² + D²)².

The first term is the derivative of a/G. The quotient rule applied to the second gives b[(G² + D²) − G·2G]/(G² + D²)², whose bracket is D² − G².

`HasDerivAt` says that f is differentiable at G with the stated slope. The proof assembles it from the same quotient rule.

```lean
/-- The slope of the damping with respect to a nonzero broadening. -/
theorem hasDerivAt_damping (a b D : ℝ) {G : ℝ} (hG : G ≠ 0) :
    HasDerivAt (damping a b D)
      (-a / G ^ 2 + b * (D ^ 2 - G ^ 2) / (G ^ 2 + D ^ 2) ^ 2) G := by
  have hne : G ^ 2 + D ^ 2 ≠ 0 := by positivity
  have h1 := (hasDerivAt_const G a).fun_div (hasDerivAt_id' G) hG
  have h3 : HasDerivAt (fun x : ℝ => x ^ 2 + D ^ 2) (2 * G) G := by
    simpa using (hasDerivAt_pow 2 G).add_const (D ^ 2)
  have h2 := ((hasDerivAt_id' G).const_mul b).fun_div h3 hne
  refine (h1.fun_add h2).congr_deriv ?_
  field_simp
  ring
```

## (c) The slope where the interband term competes best

For D > 0, show that

f′(D/√3) = 3(b − 8a)/(8D²).

At this point G² = D²/3, so G² + D² = 4D²/3 and D² − G² = 2D²/3. Hence

f′ = −3a/D² + b(2D²/3)·9/(16D⁴) = −3a/D² + 3b/(8D²).

The choice of point comes from comparing the two slopes. With u = G²/D², the interband slope divided by the size of the intraband slope is (b/a)·u(1 − u)/(1 + u)². The function of u is largest at u = 1/3, where it equals 1/8.

The Lean proof substitutes the value of G² into the slope from (b). The later parts do not rely on derivatives.

```lean
/-- For `D > 0`, the slope of the damping at the broadening `D / √3` is
`3 (b - 8 a) / (8 D²)`. -/
theorem hasDerivAt_damping_critical (a b : ℝ) {D : ℝ} (hD : 0 < D) :
    HasDerivAt (damping a b D) (3 * (b - 8 * a) / (8 * D ^ 2)) (D / √3) := by
  have h3 : (D / √3) ^ 2 = D ^ 2 / 3 := by
    rw [div_pow, Real.sq_sqrt (by norm_num)]
  refine (hasDerivAt_damping a b D (by positivity)).congr_deriv ?_
  rw [h3, show D ^ 2 / 3 + D ^ 2 = 4 * D ^ 2 / 3 by ring]
  field_simp
  ring
```

## (d) Strict decrease up to the threshold

For a, b, D > 0 and b ≤ 8a, show that

f(H) < f(G) whenever 0 < G < H.

By (a) it is enough that N > 0. Write p = GH. If p ≥ D², the second term of N is nonnegative and the first is positive. If p ≤ D², use

(G² + D²)(H² + D²) = (p + D²)² + D²(H − G)²

and bp(p − D²) ≥ 8ap(p − D²), which holds because p − D² ≤ 0. Then

N ≥ a[(p + D²)² + 8p² − 8pD²] + aD²(H − G)²
= a(3p − D²)² + aD²(H − G)² > 0.

The last term keeps the inequality strict even at b = 8a.

`StrictAntiOn (damping a b D) (Ioi 0)` is strict decrease on (0, ∞). The code makes the same case split, and `nlinarith` adds up the three contributions `h1`, `h2`, `h3`.

```lean
/-- For positive `a`, `b`, `D`, if the interband weight is at most eight times the intraband
weight, the damping strictly decreases with broadening on `(0, ∞)`. -/
theorem strictAntiOn_of_le {a b D : ℝ} (ha : 0 < a) (hb : 0 < b) (hD : 0 < D)
    (h8 : b ≤ 8 * a) : StrictAntiOn (damping a b D) (Ioi 0) := by
  intro G hG H hH hlt
  have hG' : 0 < G := hG
  have hH' : 0 < H := hH
  have hp : 0 < G * H := mul_pos hG' hH'
  have hN : 0 < a * (G ^ 2 + D ^ 2) * (H ^ 2 + D ^ 2) + b * (G * H) * (G * H - D ^ 2) := by
    rcases le_total (D ^ 2) (G * H) with h | h
    · have h1 := mul_nonneg (mul_pos hb hp).le (sub_nonneg.2 h)
      have h2 : 0 < a * (G ^ 2 + D ^ 2) * (H ^ 2 + D ^ 2) := by positivity
      linarith
    · -- the threshold eight completes the square `(3 G H - D²)²`
      have h1 := mul_nonneg (mul_nonneg (sub_nonneg.2 h8) hp.le) (sub_nonneg.2 h)
      have h2 := mul_nonneg ha.le (sq_nonneg (3 * (G * H) - D ^ 2))
      have h3 : 0 < a * D ^ 2 * (H - G) ^ 2 :=
        mul_pos (by positivity) (pow_pos (sub_pos.2 hlt) 2)
      nlinarith [h1, h2, h3]
  have hdiff := damping_sub a b D hG' hH'
  have hpos := div_pos (mul_pos (sub_pos.2 hlt) hN)
    (show 0 < G * H * (G ^ 2 + D ^ 2) * (H ^ 2 + D ^ 2) by positivity)
  linarith
```

## (e) When a stationary point is a minimum

Let g > 0 satisfy

(a + b)g⁴ + (2a − b)D²g² + aD⁴ = 0 and (a + b)g⁴ < aD⁴.

Show that, for all G close enough to g,

f(G) ≥ f(g).

The equation is f′(g) = 0 with denominators cleared. Put H = g in (a). Then N is a quadratic polynomial in G, and the equation says that it vanishes at G = g. Factoring out this root gives

gN = (g − G)K(G),

K(G) = aD²(g² + D²) − gG[a(g² + D²) + bg²].

So f(G) − f(g) equals (g − G)²K(G) divided by a positive quantity when G > 0. At G = g,

K(g) = aD⁴ − (a + b)g⁴ > 0,

and by continuity K stays positive near g.

`IsLocalMin` is this non-strict inequality in a neighbourhood of g. In the code, `hK` is the positivity of K near g and `hfac` is the factorisation.

```lean
/-- A positive broadening `g` that solves the stationarity equation and satisfies
`(a + b) g⁴ < a D⁴` is a local minimum of the damping. -/
theorem isLocalMin_of_stationary {a b D g : ℝ} (hg : 0 < g)
    (hq : (a + b) * g ^ 4 + (2 * a - b) * D ^ 2 * g ^ 2 + a * D ^ 4 = 0)
    (hlt : (a + b) * g ^ 4 < a * D ^ 4) : IsLocalMin (damping a b D) g := by
  have hc : Continuous fun G : ℝ =>
      a * D ^ 2 * (g ^ 2 + D ^ 2) - g * G * (a * (g ^ 2 + D ^ 2) + b * g ^ 2) := by fun_prop
  have h0 : 0 < a * D ^ 2 * (g ^ 2 + D ^ 2) - g * g * (a * (g ^ 2 + D ^ 2) + b * g ^ 2) := by
    nlinarith [hlt]
  have hK : ∀ᶠ G in 𝓝 g,
      0 < a * D ^ 2 * (g ^ 2 + D ^ 2) - g * G * (a * (g ^ 2 + D ^ 2) + b * g ^ 2) :=
    (isOpen_lt continuous_const hc).mem_nhds h0
  show ∀ᶠ G in 𝓝 g, damping a b D g ≤ damping a b D G
  filter_upwards [hK, lt_mem_nhds hg] with G hKG hG
  -- stationarity makes `(G - g)²` a factor of the difference
  have hfac : g * ((g - G) *
      (a * (G ^ 2 + D ^ 2) * (g ^ 2 + D ^ 2) + b * (G * g) * (G * g - D ^ 2))) =
      (g - G) ^ 2 *
        (a * D ^ 2 * (g ^ 2 + D ^ 2) - g * G * (a * (g ^ 2 + D ^ 2) + b * g ^ 2)) := by
    linear_combination (g - G) * G * hq
  have hnum := (mul_nonneg_iff_of_pos_left hg).1
    (hfac.symm ▸ mul_nonneg (sq_nonneg (g - G)) hKG.le)
  have hdiff := damping_sub a b D hG hg
  have hpos := div_nonneg hnum
    (show 0 ≤ G * g * (G ^ 2 + D ^ 2) * (g ^ 2 + D ^ 2) by positivity)
  linarith
```

## (f) The position of the minimum

For a, D > 0 and b > 8a, show that f has a local minimum at the positive broadening

g = D√((b − 2a − √(b(b − 8a)))/(2(a + b))).

With t = g²/D², the equation in (e) becomes

(a + b)t² + (2a − b)t + a = 0.

Its discriminant is (b − 2a)² − 4a(a + b) = b(b − 8a) > 0. Let s be the positive root of this number. The smaller solution is t = (b − 2a − s)/(2(a + b)). It is positive, because b − 2a > 0 and (b − 2a)² − s² = 4a(a + b) > 0. The quadratic equation also gives

a − (a + b)t² = t[b − 2a − 2(a + b)t] = ts > 0,

which, multiplied by D⁴, is the inequality needed in (e).

For a = D = 1 and b = 9 this yields g = 1/√5, the dip of the opening example. A scan over G = 1/4, 1/2, 1 would miss it: the values 6.118, 5.6, 5.5 only fall. Within this model, the formula gives a point to add to the scan: with G = 1/√5 included, the values are 6.118, 5.590, 5.6, 5.5, and the dip is visible.

The Lean proof uses the same s and t; `hQ` is the quadratic equation and `hgap` the last identity.

```lean
/-- For `a, D > 0` and interband weight above eight times the intraband weight, the damping
has a local minimum at the positive broadening `minBroadening a b D`. -/
theorem isLocalMin_minBroadening {a b D : ℝ} (ha : 0 < a) (hD : 0 < D) (h8 : 8 * a < b) :
    0 < minBroadening a b D ∧ IsLocalMin (damping a b D) (minBroadening a b D) := by
  have hb : 0 < b := by linarith
  have hrad : 0 < b * (b - 8 * a) := mul_pos hb (by linarith)
  unfold minBroadening
  obtain ⟨s, hs⟩ : ∃ s, s = √(b * (b - 8 * a)) := ⟨_, rfl⟩
  have hs0 : 0 < s := by rw [hs]; exact Real.sqrt_pos.2 hrad
  have hs2 : s ^ 2 = b * (b - 8 * a) := by rw [hs]; exact Real.sq_sqrt hrad.le
  rw [← hs]
  have hsl : s < b - 2 * a :=
    lt_of_pow_lt_pow_left₀ 2 (by linarith) (by nlinarith [mul_pos ha hb, mul_pos ha ha])
  obtain ⟨t, ht⟩ : ∃ t, t = (b - 2 * a - s) / (2 * (a + b)) := ⟨_, rfl⟩
  have ht0 : 0 < t := by rw [ht]; exact div_pos (by linarith) (by positivity)
  have hts : 2 * (a + b) * t = b - 2 * a - s := by
    rw [ht]
    exact mul_div_cancel₀ _ (by positivity)
  rw [← ht]
  -- `t` is the smaller root of the stationarity equation in units of `D²`
  have hQ4 : 4 * (a + b) * ((a + b) * t ^ 2 + (2 * a - b) * t + a) = 0 := by
    linear_combination (2 * (a + b) * t - (b - 2 * a) - s) * hts + hs2
  have hQ := (mul_eq_zero.1 hQ4).resolve_left (by positivity)
  have hgap : a - (a + b) * t ^ 2 = t * s := by linear_combination hQ - t * hts
  have hg2 : (D * √t) ^ 2 = D ^ 2 * t := by rw [mul_pow, Real.sq_sqrt ht0.le]
  have hg4 : (D * √t) ^ 4 = D ^ 4 * t ^ 2 := by
    rw [show (D * √t) ^ 4 = ((D * √t) ^ 2) ^ 2 by ring, hg2]
    ring
  have hg : 0 < D * √t := mul_pos hD (Real.sqrt_pos.2 ht0)
  refine ⟨hg, isLocalMin_of_stationary hg ?_ ?_⟩
  · rw [hg4, hg2]
    linear_combination D ^ 4 * hQ
  · have hpos : 0 < D ^ 4 * (a - (a + b) * t ^ 2) := by rw [hgap]; positivity
    rw [hg4]
    linarith
```

## (g) Strict decrease excludes a minimum

Let f be strictly decreasing on (0, ∞) and g > 0. Show that every neighbourhood of g contains a G with

f(G) < f(g).

Any G slightly larger than g will do. The filter `𝓝[>] g` in the code expresses "close to g and to its right".

```lean
/-- A damping that strictly decreases on `(0, ∞)` has no local minimum at a positive
broadening. -/
theorem not_isLocalMin_of_strictAntiOn {a b D g : ℝ} (hg : 0 < g)
    (h : StrictAntiOn (damping a b D) (Ioi 0)) : ¬ IsLocalMin (damping a b D) g := by
  intro hmin
  have hev : ∀ᶠ G in 𝓝[>] g, damping a b D g ≤ damping a b D G :=
    Filter.Eventually.filter_mono nhdsWithin_le_nhds hmin
  obtain ⟨G, hle, hG⟩ := (hev.and self_mem_nhdsWithin).exists
  have hG' : g < G := hG
  exact not_lt_of_ge hle (h hg (hg.trans hG') hG')
```

## (h) The criterion for strict decrease

For a, b, D > 0, show that

f is strictly decreasing on (0, ∞) ⇔ b ≤ 8a.

Part (d) is the direction from right to left. Conversely, if b > 8a, then (f) supplies a local minimum at positive broadening, and (g) rules out strict decrease.

The splitting must be nonzero: for a = 1, b = 9, D = 0 the damping is 10/G, which decreases strictly although b > 8a.

```lean
/-- For positive `a`, `b`, `D`, the damping strictly decreases with broadening on `(0, ∞)`
if and only if the interband weight is at most eight times the intraband weight. -/
theorem strictAntiOn_damping_iff {a b D : ℝ} (ha : 0 < a) (hb : 0 < b) (hD : 0 < D) :
    StrictAntiOn (damping a b D) (Ioi 0) ↔ b ≤ 8 * a := by
  refine ⟨fun h => ?_, strictAntiOn_of_le ha hb hD⟩
  by_contra h8
  obtain ⟨hg, hmin⟩ := isLocalMin_minBroadening ha hD (not_le.1 h8)
  exact not_isLocalMin_of_strictAntiOn hg h hmin
```

## (i) The criterion for a minimum

For a, b, D > 0, show that

f has a local minimum at some G > 0 ⇔ b > 8a.

If b > 8a, take the point from (f). If b ≤ 8a, then f decreases strictly by (d), and (g) excludes a minimum. The minimum is only local, since f is positive and tends to zero at large G.

The intraband weight must be nonzero too: for a = 0 and b = D = 1 the damping G/(G² + 1) rises up to G = 1 and then falls, so it has no minimum at positive G although b > 8a.

```lean
/-- For positive `a`, `b`, `D`, the damping has a local minimum at some positive broadening
if and only if the interband weight exceeds eight times the intraband weight. -/
theorem exists_isLocalMin_iff {a b D : ℝ} (ha : 0 < a) (hb : 0 < b) (hD : 0 < D) :
    (∃ G, 0 < G ∧ IsLocalMin (damping a b D) G) ↔ 8 * a < b := by
  refine ⟨fun ⟨G, hG, hmin⟩ => ?_, fun h => ⟨_, isLocalMin_minBroadening ha hD h⟩⟩
  by_contra h8
  exact not_isLocalMin_of_strictAntiOn hG (strictAntiOn_of_le ha hb hD (not_lt.1 h8)) hmin

end

end IntrabandInterbandDamping
```

```lean
#print axioms IntrabandInterbandDamping.hasDerivAt_damping_critical
#print axioms IntrabandInterbandDamping.strictAntiOn_damping_iff
#print axioms IntrabandInterbandDamping.exists_isLocalMin_iff
```

```
'IntrabandInterbandDamping.hasDerivAt_damping_critical' depends on axioms: [propext, Classical.choice, Quot.sound]
'IntrabandInterbandDamping.strictAntiOn_damping_iff' depends on axioms: [propext, Classical.choice, Quot.sound]
'IntrabandInterbandDamping.exists_isLocalMin_iff' depends on axioms: [propext, Classical.choice, Quot.sound]
```
